# Freezing any one channel can hide a failure of positive definiteness: the equally coupled case

A stability check of a self-consistent solution asks whether the matrix of second derivatives of the energy is positive definite. When that matrix is large, the check may be run on a selection of excitation channels, with the remaining amplitudes held at zero. How far a positive outcome can be trusted depends on what such selections can miss. The model below has finitely many channels and one common coupling. For couplings in a certain window, every selection that omits a single channel passes the check, and the full matrix still fails it.

## The window of couplings

Take $N \ge 3$ channels and a real number $c$. Let $M$ be the $N \times N$ matrix with diagonal entries $1$ and off-diagonal entries $-c$. The diagonal is the curvature of each channel alone, taken equal for all channels and used as the unit of energy. The constant $c$ stands for the interaction between channels: for $c > 0$, exciting two channels with amplitudes of the same sign lowers the curvature.

**Claim.** $M$ is not positive definite, while deleting row and column $k$ leaves a positive definite matrix for every $k$, exactly when

$$\frac{1}{N-1} \le c < \frac{1}{N-2}.$$

For three channels the window is $1/2 \le c < 1$.

**The curvature.** Let $n$ be the number of channels in use, $x$ a real vector of amplitudes, $S = \sum_i x_i^2$ and $T = \sum_i x_i$. Component $i$ of $Mx$ is

$$x_i - c\sum_{j \ne i} x_j = (1+c)\,x_i - cT.$$

Multiplying by $x_i$ and summing over $i$ gives

$$x^{\mathsf T} M x = (1+c)\,S - c\,T^2 .$$

**Two necessary conditions.** Let $n \ge 2$. Put amplitude $1$ in channel $i$, $-1$ in channel $j$ and $0$ elsewhere. Then $S = 2$ and $T = 0$, so the curvature is $2(1+c)$, and positivity requires $c > -1$. Next put amplitude $1$ in every channel. Then $S = n$ and $T = n$, and the curvature is

$$(1+c)\,n - c\,n^2 = n\bigl(1-(n-1)c\bigr),$$

so positivity requires $(n-1)c < 1$. For the normalised collective vector, with amplitudes $1/\sqrt n$, the curvature is $1-(n-1)c$.

**They are sufficient.** Let both conditions hold and let $x \ne 0$, so that $S > 0$. If $c \le 0$, then $-cT^2 \ge 0$ and the curvature is at least $(1+c)S > 0$. If $c \ge 0$, the Cauchy–Schwarz inequality $T^2 \le nS$ gives

$$(1+c)S - cT^2 \ge (1+c-nc)\,S = \bigl(1-(n-1)c\bigr)S > 0 .$$

The second estimate is restricted to $c \ge 0$ because multiplying the Cauchy–Schwarz inequality by $-c$ reverses it only then. Using the same bound for negative $c$ would produce a false estimate: for $n = 3$ and $c = -1/2$ it would put the curvature at $2S$ or more, whereas any direction with $T = 0$ has curvature $S/2$.

**Deleting a channel.** What remains is the same kind of matrix with $n = N-1 \ge 2$, so it is positive definite exactly when $c > -1$ and $(N-2)c < 1$. The full matrix is positive definite exactly when $c > -1$ and $(N-1)c < 1$. If the deleted matrices pass and the full one fails, then $c > -1$ holds, so the failure must come from $(N-1)c \ge 1$. Conversely, $c \ge 1/(N-1)$ makes $c$ positive, hence greater than $-1$, and the two remaining inequalities give the claim.

At the lower edge, $c = 1/(N-1)$, the collective curvature is zero; above it, the curvature is negative.

**Where the failure sits.** Suppose all the deleted matrices are positive definite and $x \ne 0$ has curvature at most zero. If some $x_k$ were zero, the other amplitudes would form a nonzero vector with the same curvature in the matrix without channel $k$, a contradiction. Such a direction therefore involves every channel.

## The formal development

In Lean 4 with Mathlib:

```lean
import Mathlib

open Matrix

namespace StabilitySubspaceTest

noncomputable section
```

The channels are labelled by a type `ι`, and the matrix is defined entry by entry. Couplings are real, and the matrix is postulated, not derived from a Hamiltonian.

```lean
/-- The stability matrix of excitation channels `ι` with unit diagonal entries and
the same coupling `-c` between any two different channels. -/
def stabilityMatrix (ι : Type*) [DecidableEq ι] (c : ℝ) : Matrix ι ι ℝ :=
  Matrix.of fun i j => if i = j then 1 else -c
```

For a channel `k` among `Fin N`, the subtype `{i // i ≠ k}` contains the other channels. Freezing `k` means taking the submatrix on that subtype, which fixes the amplitude of `k` at zero.

```lean
/-- The stability matrix that remains when channel `k` is frozen: row and column `k`
are deleted. -/
def frozenMatrix {N : ℕ} (c : ℝ) (k : Fin N) : Matrix {i // i ≠ k} {i // i ≠ k} ℝ :=
  (stabilityMatrix (Fin N) c).submatrix Subtype.val Subtype.val
```

From here on `ι` is finite. The expression `x ⬝ᵥ stabilityMatrix ι c *ᵥ x` is $x^{\mathsf T}Mx$, with no factor $1/2$. In the proof, `h` is the formula for component $i$ of $Mx$; it rests on `e`, which writes each entry as a diagonal part $1+c$ minus a uniform part $c$. The final `calc` multiplies by $x_i$ and sums.

```lean
variable {ι : Type*} [Fintype ι] [DecidableEq ι]

/-- The curvature along `x` is `1 + c` times the sum of the squared amplitudes, minus `c` times the
square of the summed amplitude. -/
theorem curvature_eq (c : ℝ) (x : ι → ℝ) :
    x ⬝ᵥ stabilityMatrix ι c *ᵥ x = (1 + c) * ∑ i, x i ^ 2 - c * (∑ i, x i) ^ 2 := by
  have h : ∀ i, (stabilityMatrix ι c *ᵥ x) i = (1 + c) * x i - c * ∑ j, x j := by
    intro i
    have e : ∀ j, stabilityMatrix ι c i j * x j
        = (if i = j then (1 + c) * x j else 0) - c * x j := by
      intro j
      simp only [stabilityMatrix, Matrix.of_apply]
      split_ifs <;> ring
    change ∑ j, stabilityMatrix ι c i j * x j = _
    rw [Finset.sum_congr rfl (fun j _ => e j), Finset.sum_sub_distrib,
      Finset.sum_ite_eq, ← Finset.mul_sum]
    simp
  change ∑ i, x i * (stabilityMatrix ι c *ᵥ x) i = _
  calc ∑ i, x i * (stabilityMatrix ι c *ᵥ x) i
      = ∑ i, ((1 + c) * x i ^ 2 - (c * ∑ j, x j) * x i) :=
        Finset.sum_congr rfl (fun i _ => by rw [h i]; ring)
    _ = _ := by
        rw [Finset.sum_sub_distrib, ← Finset.mul_sum, ← Finset.mul_sum]
        ring
```

Substituting the constant vector $1$ gives the collective curvature. The vector is not normalised, which accounts for the factor `Fintype.card ι`, the number $n$ of channels.

```lean
/-- Along the collective direction, with equal amplitude in all `n` channels, the curvature
is `n (1 - (n - 1) c)`. -/
theorem collective_curvature (c : ℝ) :
    (fun _ : ι => (1 : ℝ)) ⬝ᵥ stabilityMatrix ι c *ᵥ (fun _ => 1)
      = Fintype.card ι * (1 - (Fintype.card ι - 1) * c) := by
  rw [curvature_eq]
  simp only [one_pow, Finset.sum_const, Finset.card_univ, nsmul_eq_mul, mul_one]
  ring
```

Mathlib's `PosDef` also requires the matrix to be Hermitian and uses a conjugated vector on the left. Over the reals the conjugation is trivial, and the matrix is symmetric by construction, so `PosDef` reduces to positive curvature along every nonzero direction.

```lean
/-- The stability matrix is positive definite exactly when the curvature is positive along
every nonzero direction. -/
theorem posDef_iff_curvature (c : ℝ) :
    (stabilityMatrix ι c).PosDef ↔
      ∀ x : ι → ℝ, x ≠ 0 → 0 < x ⬝ᵥ stabilityMatrix ι c *ᵥ x := by
  constructor
  · intro h x hx
    have h' := h.dotProduct_mulVec_pos hx
    rwa [star_trivial] at h'
  · intro h
    refine Matrix.posDef_iff_dotProduct_mulVec.mpr ⟨?_, fun x hx => ?_⟩
    · refine Matrix.IsHermitian.ext fun i j => ?_
      by_cases hij : i = j
      · subst hij
        simp
      · simp [stabilityMatrix, hij, Ne.symm hij]
    · rw [star_trivial]
      exact h x hx
```

The criterion for $n \ge 2$ follows the derivation by hand. In the forward direction, `x` is the difference of channels `i` and `j`, and `hs` records that its amplitudes sum to zero; the constant vector then gives the second inequality. In the reverse direction, `hS` is $S > 0$, `hT` is Cauchy–Schwarz, and `le_total c 0` makes the split by sign. The hypothesis `1 < Fintype.card ι` matters because a single channel has the matrix $(1)$, which is positive definite for every $c$, including $c \le -1$.

```lean
/-- For `n ≥ 2` channels the stability matrix is positive definite exactly when
`-1 < c` and `c (n - 1) < 1`. -/
theorem posDef_iff (hι : 1 < Fintype.card ι) (c : ℝ) :
    (stabilityMatrix ι c).PosDef ↔ -1 < c ∧ c * ((Fintype.card ι : ℝ) - 1) < 1 := by
  have hn : (0 : ℝ) < Fintype.card ι := by exact_mod_cast (by omega : 0 < Fintype.card ι)
  rw [posDef_iff_curvature]
  constructor
  · intro h
    obtain ⟨i, j, hij⟩ := Fintype.one_lt_card_iff.mp hι
    constructor
    · -- the difference of two channels has no collective component
      let x : ι → ℝ := fun k => (if k = i then 1 else 0) - (if k = j then 1 else 0)
      have hx : x ≠ 0 := by
        intro h0
        have h1 := congrFun h0 i
        simp [x, hij] at h1
      have hs : ∑ k, x k = 0 := by simp [x, Finset.sum_sub_distrib]
      have hp := h x hx
      rw [curvature_eq, hs] at hp
      have hS : 0 ≤ ∑ k, x k ^ 2 := Finset.sum_nonneg fun k _ => sq_nonneg _
      by_contra hc
      have hc' : 0 ≤ -(1 + c) := by linarith [not_lt.mp hc]
      nlinarith [mul_nonneg hc' hS]
    · -- the collective direction bounds the coupling from above
      have hp := h (fun _ => 1) (fun h0 => one_ne_zero (congrFun h0 i))
      rw [collective_curvature] at hp
      have h1 := (mul_pos_iff_of_pos_left hn).mp hp
      linarith
  · rintro ⟨h1, h2⟩ x hx
    obtain ⟨i, hi⟩ := Function.ne_iff.mp hx
    have hi' : x i ≠ 0 := hi
    have hS : 0 < ∑ k, x k ^ 2 :=
      Finset.sum_pos' (fun k _ => sq_nonneg _) ⟨i, Finset.mem_univ i, by positivity⟩
    -- Cauchy-Schwarz bounds the collective part
    have hT : (∑ k, x k) ^ 2 ≤ (Fintype.card ι : ℝ) * ∑ k, x k ^ 2 := by
      have := sq_sum_le_card_mul_sum_sq (s := Finset.univ) (f := x)
      rwa [Finset.card_univ] at this
    rw [curvature_eq]
    rcases le_total c 0 with hc | hc
    · have a1 := mul_pos (by linarith : 0 < 1 + c) hS
      have a2 := mul_nonneg (neg_nonneg.mpr hc) (sq_nonneg (∑ k, x k))
      linarith
    · have a1 := mul_le_mul_of_nonneg_left hT hc
      have a2 := mul_pos (sub_pos.mpr h2) hS
      nlinarith
```

The next lemma compares entries to show that a frozen matrix belongs to the same family. Two elements of the subtype are equal exactly when the underlying channels are.

```lean
/-- Freezing one channel leaves a stability matrix of the same form on the other channels. -/
theorem frozenMatrix_eq {N : ℕ} (c : ℝ) (k : Fin N) :
    frozenMatrix c k = stabilityMatrix {i // i ≠ k} c := by
  ext i j
  by_cases h : i = j
  · subst h
    simp [frozenMatrix, stabilityMatrix]
  · have h' : (i : Fin N) ≠ j := fun e => h (Subtype.ext e)
    simp [frozenMatrix, stabilityMatrix, h, h']
```

The criterion can now be applied to $N-1$ channels. The lemma `hcard` counts them, and `hcast` turns the natural-number subtraction into the real expression $N-2$. The assumption `3 ≤ N` ensures that at least two channels remain.

```lean
/-- With one of `N ≥ 3` channels frozen, the remaining stability matrix is positive definite
exactly when `-1 < c` and `c (N - 2) < 1`. -/
theorem frozen_posDef_iff {N : ℕ} (hN : 3 ≤ N) (c : ℝ) (k : Fin N) :
    (frozenMatrix c k).PosDef ↔ -1 < c ∧ c * ((N : ℝ) - 2) < 1 := by
  have hcard : Fintype.card {i // i ≠ k} = N - 1 := by
    rw [Fintype.card_subtype, Finset.filter_ne', Finset.card_erase_of_mem (Finset.mem_univ k),
      Finset.card_univ, Fintype.card_fin]
  have hcast : ((N - 1 : ℕ) : ℝ) - 1 = (N : ℝ) - 2 := by
    rw [Nat.cast_sub (by omega : 1 ≤ N), Nat.cast_one]
    ring
  rw [frozenMatrix_eq, posDef_iff (by rw [hcard]; omega), hcard, hcast]
```

The main theorem states the claim as an equivalence for every real $c$. Its left side joins the failure of the full matrix with the success of `frozenMatrix c k` for all `k`. After the denominators are cleared, which is allowed because $N-1$ and $N-2$ are positive, the proof combines the two criteria. The failure it describes is that of strict positive definiteness, so the marginal case of zero curvature is included.

```lean
/-- For `N ≥ 3` channels, the full stability matrix fails to be positive definite although
freezing any one channel leaves a positive definite matrix, exactly when
`1/(N-1) ≤ c < 1/(N-2)`. -/
theorem subspace_tests_miss_instability_iff {N : ℕ} (hN : 3 ≤ N) (c : ℝ) :
    (¬ (stabilityMatrix (Fin N) c).PosDef ∧ ∀ k : Fin N, (frozenMatrix c k).PosDef) ↔
      1 / ((N : ℝ) - 1) ≤ c ∧ c < 1 / ((N : ℝ) - 2) := by
  have hN' : (3 : ℝ) ≤ N := by exact_mod_cast hN
  have h1 : (0 : ℝ) < (N : ℝ) - 1 := by linarith
  have h2 : (0 : ℝ) < (N : ℝ) - 2 := by linarith
  have full := posDef_iff (ι := Fin N) (by rw [Fintype.card_fin]; omega) c
  rw [Fintype.card_fin] at full
  rw [div_le_iff₀ h1, lt_div_iff₀ h2]
  constructor
  · rintro ⟨hn, hd⟩
    obtain ⟨a, b⟩ := (frozen_posDef_iff hN c _).mp (hd ⟨0, by omega⟩)
    refine ⟨?_, b⟩
    by_contra h
    exact hn (full.mpr ⟨a, not_le.mp h⟩)
  · rintro ⟨h, b⟩
    have hc : -1 < c := by
      by_contra hc
      have hc' : 0 ≤ -c := by linarith [not_lt.mp hc]
      nlinarith [mul_nonneg hc' h1.le]
    exact ⟨fun hp => absurd (full.mp hp).2 (not_lt.mpr h),
      fun k => (frozen_posDef_iff hN c k).mpr ⟨hc, b⟩⟩
```

The last theorem takes the success of all the frozen matrices as its hypothesis `hd` and needs no lower bound on $N$. The vector in `hy` is the restriction of `x` to the channels other than `k`; it is nonzero because `x` is nonzero and `x k` vanishes. Splitting channel `k` off both sums in the curvature formula shows that the restriction has the same curvature as `x`, which contradicts `hd`.

```lean
/-- If freezing any one channel leaves a positive definite matrix, then a nonzero direction
of nonpositive curvature has a nonzero amplitude in every channel. -/
theorem unstable_direction_involves_all {N : ℕ} {c : ℝ}
    (hd : ∀ k : Fin N, (frozenMatrix c k).PosDef) {x : Fin N → ℝ} (hx : x ≠ 0)
    (hcurv : x ⬝ᵥ stabilityMatrix (Fin N) c *ᵥ x ≤ 0) (k : Fin N) : x k ≠ 0 := by
  intro hk
  have hp := hd k
  rw [frozenMatrix_eq, posDef_iff_curvature] at hp
  -- restrict the direction to the channels other than `k`
  have hy : (fun i : {i // i ≠ k} => x i.1) ≠ 0 := by
    intro h0
    apply hx
    funext i
    by_cases hi : i = k
    · rw [hi, hk]
      rfl
    · exact congrFun h0 ⟨i, hi⟩
  have hpos := hp _ hy
  rw [curvature_eq] at hpos hcurv
  rw [Fintype.sum_eq_add_sum_subtype_ne (fun i => x i ^ 2) k,
    Fintype.sum_eq_add_sum_subtype_ne (fun i => x i) k, hk] at hcurv
  simp only [ne_eq, OfNat.ofNat_ne_zero, not_false_eq_true, zero_pow, zero_add] at hcurv hpos
  exact absurd hpos (not_lt.mpr hcurv)

end

end StabilitySubspaceTest
```

```lean
#print axioms StabilitySubspaceTest.subspace_tests_miss_instability_iff
#print axioms StabilitySubspaceTest.unstable_direction_involves_all
```

```
'StabilitySubspaceTest.subspace_tests_miss_instability_iff' depends on axioms: [propext, Classical.choice, Quot.sound]
'StabilitySubspaceTest.unstable_direction_involves_all' depends on axioms: [propext, Classical.choice, Quot.sound]
```

## What the example says about a stability check

In the random-phase approximation with real orbitals, the usual blocks $A$ and $B$ enter through $A+B$ and $A-B$, and the excitation energies are real and nonzero when both combinations are positive definite. If one of them had the equally coupled form of this finite model, with $c$ in the window, it would not be positive definite, yet testing that combination with any one channel left out would not reveal this.

The theorems concern subspaces obtained by switching one channel off. Other subspaces can miss the failure too, for example the one with $T = 0$. A trial space containing the collective direction detects the failure at once, even if it is one-dimensional. The width of the window, $1/\bigl((N-1)(N-2)\bigr)$, shrinks as channels are added, so for large $N$ this equal-coupling example requires a finely adjusted $c$. Matrices with unequal diagonal entries or couplings need their own analysis.
